# For \(a>0\) and \(p>1\), the ReaxFF bond-order term \(\exp(-a r^p)\) falls most steeply at its inflection radius and nowhere else

I am looking at one exponential term of the uncorrected ReaxFF bond order of two atoms at distance \(r\). I write it as \(\exp(-a r^p)\), with the reference length absorbed into \(a\). For \(a>0\) and \(p>1\) the plot shows a flat shoulder at short distance, then a drop, then a tail. I believe that the curve is concave up to

\[
r^*=\left(\frac{p-1}{a p}\right)^{1/p}
\]

and convex from there on, and that its slope is steepest exactly at \(r^*\). Can this be made rigorous for every real \(p>1\), including what happens at \(r=0\), and be checked by machine in Lean?

## One exponential term with a real exponent

Yes. The function to study is

\[
B(r)=e^{-a r^p},
\]

with \(a\) and \(p\) real and the claims about its shape restricted to \(r\ge 0\). If a ReaxFF term is written as \(\exp[-b(r/r_0)^p]\), with a dimensionless strength \(b>0\) and a reference length \(r_0>0\), then \(a=b/r_0^p\), and the inflection radius becomes \(r^*=r_0\,((p-1)/(bp))^{1/p}\).

The condition \(a>0\) says that the bond weakens as the atoms separate. The condition \(p>1\) gives the curve its shoulder: the slope vanishes at \(r=0\), so the bond order stays close to one before it drops.

## The sign of the curvature changes once

The chain rule gives the slope, which I call \(S\):

\[
S(r)=B'(r)=-a p\,r^{p-1}B(r).
\]

For \(r>0\), the product rule gives

\[
S'(r)=-a p(p-1)\,r^{p-2}B(r)-a p\,r^{p-1}S(r).
\]

Inserting \(S\) turns the last term into \((ap)^2r^{2p-2}B(r)\). Since \(r^{2p-2}=r^{p-2}r^p\), the common factor comes out:

\[
S'(r)=a p\,r^{p-2}\bigl(a p\,r^p-(p-1)\bigr)B(r).
\]

The factors outside the bracket are positive for \(r>0\), so the bracket alone fixes the sign. Because \((p-1)/(ap)\) is positive, \(r^*\) is positive, and raising it to the power \(p\) gives

\[
a p\,(r^*)^p=p-1.
\]

The power \(r^p\) increases strictly with \(r\ge0\). Hence \(S'(r)<0\) for \(0<r<r^*\) and \(S'(r)>0\) for \(r>r^*\).

The origin needs separate attention, because \(r^{p-2}\) diverges there when \(1<p<2\). The slope itself is continuous at \(r=0\), since \(p-1>0\). A function that is continuous on an interval and has a negative derivative in its interior decreases strictly on the whole interval, endpoints included. So \(S\) decreases strictly on \([0,r^*]\), and by the same argument with the opposite sign it increases strictly on \([r^*,\infty)\).

The shape of the bond order follows:

- A strictly decreasing slope makes \(B\) strictly concave on \([0,r^*]\), and a strictly increasing slope makes it strictly convex on \([r^*,\infty)\).
- If \(0\le r<r^*\), then \(S(r)>S(r^*)\) because \(S\) is still falling. If \(r>r^*\), then \(S(r)>S(r^*)\) because \(S\) is rising again. The most negative slope therefore occurs at \(r^*\) only.
- \(B\) itself decreases strictly on \([0,\infty)\), because \(r^p\) increases strictly, \(-a\) reverses the order and the exponential preserves it.

## The bond order at the steepest point depends only on \(p\)

Dividing \(a p(r^*)^p=p-1\) by \(p\) gives \(a(r^*)^p=(p-1)/p\), and therefore

\[
B(r^*)=e^{-(p-1)/p}.
\]

For the slope, write \((r^*)^{p-1}=(r^*)^p/r^*\). Then

\[
S(r^*)=-\frac{a p\,(r^*)^p}{r^*}B(r^*)=-\frac{p-1}{r^*}\,e^{-(p-1)/p}.
\]

The strength \(a\) moves the steepest point along the distance axis and rescales the slope there, but it leaves the bond order at that point unchanged.

## For \(0<p\le1\) the shoulder disappears

With \(a>0\) and \(0<p\le1\), the bracket in \(S'\) equals \(a p\,r^p+(1-p)\), which is positive for every \(r>0\). The slope then increases strictly on \((0,\infty)\). Since \(B\) is continuous at the origin, it is strictly convex on all of \([0,\infty)\), and no concave stretch remains. For \(p<1\) the slope diverges as \(r\to0\), so this argument uses the slope at positive distances only.

## How the Lean statements express this

The definitions `bondOrder a p r`, `bondSlope a p r` and `inflectionRadius a p` stand for \(B(r)\), the explicit formula for \(S(r)\), and \(r^*\). All arguments are real numbers without units, so distances and \(a\) must be expressed in matching units. The exponent need not be an integer.

The main theorem is `bondOrder_shape`. Its hypotheses are `0 < a` and `1 < p`, and its conclusion has four parts:

1. `StrictAntiOn` on `Ici 0` says that the bond order decreases strictly on \([0,\infty)\).
2. `StrictConcaveOn` on `Icc 0 (inflectionRadius a p)` is strict concavity on the closed interval \([0,r^*]\).
3. `StrictConvexOn` on `Ici (inflectionRadius a p)` is strict convexity on \([r^*,\infty)\).
4. The last part says that the derivative at \(r^*\) is strictly less than the derivative at every other \(r\ge0\). As the slopes are negative or zero, "less" means steeper descent.

Lean's `deriv` is the two-sided derivative on the real line, so at \(r=0\) it also involves values of the function at negative arguments, which have no physical meaning. This does no harm here: for \(p>1\) the two-sided derivative at the origin exists and is zero, like the one-sided derivative that a physicist would use.

The theorem `bondOrder_at_inflection` gives the two values at \(r^*\) under the same hypotheses, \(a>0\) and \(p>1\), and `bondOrder_strictConvexOn_of_le_one` covers \(0<p\le1\), again with \(a>0\).

These statements concern one exponential term for one pair of atoms. ReaxFF adds sigma, pi and double-pi terms, each with its own parameters, and then corrects the sum for the surroundings of the atoms. The inflection radius of one term is in general not that of the sum. In a ReaxFF simulation the slope of the bond order enters the forces through the chain rule, and for a single uncorrected term \(r^*\) marks the distance at which the bond order responds most strongly to a small change in \(r\). It need not be the distance of the largest force, which also depends on how the energy varies with the bond order.

```lean
import Mathlib

open Set

namespace ReaxFFBondOrder

noncomputable section

/-- A single exponential bond-order term `exp (-a r^p)` for two atoms at distance `r`, called the
bond order below. -/
def bondOrder (a p r : ℝ) : ℝ := Real.exp (-a * r ^ p)

/-- The distance `r* = ((p - 1) / (a p))^(1/p)`. -/
def inflectionRadius (a p : ℝ) : ℝ := ((p - 1) / (a * p)) ^ (1 / p)

/-- The expression `-a p r^(p-1) exp (-a r^p)` for the slope of the bond order. -/
def bondSlope (a p r : ℝ) : ℝ := -(a * p) * r ^ (p - 1) * bondOrder a p r

/-- The derivative of the bond order with respect to distance is `bondSlope`,
away from the origin or for exponents of at least one. -/
theorem hasDerivAt_bondOrder (a p : ℝ) {r : ℝ} (h : r ≠ 0 ∨ 1 ≤ p) :
    HasDerivAt (bondOrder a p) (bondSlope a p r) r := by
  have h1 : HasDerivAt (bondOrder a p)
      (Real.exp (-a * r ^ p) * (-a * (p * r ^ (p - 1)))) r :=
    ((Real.hasDerivAt_rpow_const h).const_mul (-a)).exp
  exact h1.congr_deriv (by unfold bondSlope bondOrder; ring)

/-- At positive distance the slope of the bond order changes at the rate
`a p r^(p-2) (a p r^p - (p - 1)) exp (-a r^p)`. -/
theorem hasDerivAt_bondSlope (a p : ℝ) {r : ℝ} (hr : 0 < r) :
    HasDerivAt (bondSlope a p)
      (a * p * r ^ (p - 2) * (a * p * r ^ p - (p - 1)) * bondOrder a p r) r := by
  have h1 : HasDerivAt (fun x : ℝ => -(a * p) * x ^ (p - 1))
      (-(a * p) * ((p - 1) * r ^ (p - 1 - 1))) r :=
    (Real.hasDerivAt_rpow_const (Or.inl hr.ne')).const_mul (-(a * p))
  have h2 : HasDerivAt (bondSlope a p)
      (-(a * p) * ((p - 1) * r ^ (p - 1 - 1)) * bondOrder a p r
        + -(a * p) * r ^ (p - 1) * bondSlope a p r) r :=
    h1.fun_mul (hasDerivAt_bondOrder a p (Or.inl hr.ne'))
  have e : p - 1 - 1 = p - 2 := by ring
  -- both products of powers equal `r^(2p-2)`
  have hpow : r ^ (p - 1) * r ^ (p - 1) = r ^ (p - 2) * r ^ p := by
    rw [← Real.rpow_add hr, ← Real.rpow_add hr]
    congr 1
    ring
  refine h2.congr_deriv ?_
  rw [e]
  unfold bondSlope
  linear_combination (a * p) ^ 2 * bondOrder a p r * hpow

/-- The inflection radius is positive and satisfies `a p (r*)^p = p - 1`. -/
theorem inflectionRadius_spec {a p : ℝ} (ha : 0 < a) (hp : 1 < p) :
    0 < inflectionRadius a p ∧ a * p * inflectionRadius a p ^ p = p - 1 := by
  have hp0 : 0 < p := by linarith
  have hap : 0 < a * p := mul_pos ha hp0
  have hq : 0 < (p - 1) / (a * p) := div_pos (by linarith) hap
  refine ⟨Real.rpow_pos_of_pos hq _, ?_⟩
  unfold inflectionRadius
  rw [← Real.rpow_mul hq.le, one_div_mul_cancel hp0.ne', Real.rpow_one]
  exact mul_div_cancel₀ _ hap.ne'

/-- For `a > 0` and `p > 1` the slope of the bond order strictly decreases on `[0, r*]`
and strictly increases on `[r*, ∞)`. -/
theorem bondSlope_monotonicity {a p : ℝ} (ha : 0 < a) (hp : 1 < p) :
    StrictAntiOn (bondSlope a p) (Icc 0 (inflectionRadius a p)) ∧
    StrictMonoOn (bondSlope a p) (Ici (inflectionRadius a p)) := by
  obtain ⟨hR, hs⟩ := inflectionRadius_spec ha hp
  have hp0 : 0 < p := by linarith
  have hap : 0 < a * p := mul_pos ha hp0
  have hB : Continuous (bondOrder a p) := continuous_iff_continuousAt.mpr
    fun r => (hasDerivAt_bondOrder a p (Or.inr hp.le)).continuousAt
  have hpc : Continuous (fun r : ℝ => r ^ (p - 1)) :=
    continuous_id.rpow_const (fun _ => Or.inr (by linarith))
  have hc : Continuous (bondSlope a p) := (continuous_const.mul hpc).mul hB
  constructor
  · -- below `r*` the curvature is negative
    refine strictAntiOn_of_deriv_neg (convex_Icc _ _) hc.continuousOn ?_
    intro r hr
    rw [interior_Icc] at hr
    rw [(hasDerivAt_bondSlope a p hr.1).deriv]
    have h := mul_lt_mul_of_pos_left (Real.rpow_lt_rpow hr.1.le hr.2 hp0) hap
    exact mul_neg_of_neg_of_pos (mul_neg_of_pos_of_neg
      (mul_pos hap (Real.rpow_pos_of_pos hr.1 _)) (by linarith)) (Real.exp_pos _)
  · -- beyond `r*` the curvature is positive
    refine strictMonoOn_of_deriv_pos (convex_Ici _) hc.continuousOn ?_
    intro r hr
    rw [interior_Ici] at hr
    have hr' : inflectionRadius a p < r := hr
    have hr0 : 0 < r := hR.trans hr'
    rw [(hasDerivAt_bondSlope a p hr0).deriv]
    have h := mul_lt_mul_of_pos_left (Real.rpow_lt_rpow hR.le hr' hp0) hap
    exact mul_pos (mul_pos (mul_pos hap (Real.rpow_pos_of_pos hr0 _))
      (by linarith)) (Real.exp_pos _)

/-- For `a > 0` and `p > 1` the bond order strictly decreases with distance, is strictly concave on
`[0, r*]` and strictly convex on `[r*, ∞)`, and its slope is most negative at `r*` and nowhere else
among the distances `r ≥ 0`. -/
theorem bondOrder_shape {a p : ℝ} (ha : 0 < a) (hp : 1 < p) :
    StrictAntiOn (bondOrder a p) (Ici 0) ∧
    StrictConcaveOn ℝ (Icc 0 (inflectionRadius a p)) (bondOrder a p) ∧
    StrictConvexOn ℝ (Ici (inflectionRadius a p)) (bondOrder a p) ∧
    ∀ r, 0 ≤ r → r ≠ inflectionRadius a p →
      deriv (bondOrder a p) (inflectionRadius a p) < deriv (bondOrder a p) r := by
  obtain ⟨hanti, hmono⟩ := bondSlope_monotonicity ha hp
  have hR := (inflectionRadius_spec ha hp).1
  have hd : deriv (bondOrder a p) = bondSlope a p :=
    funext fun r => (hasDerivAt_bondOrder a p (Or.inr hp.le)).deriv
  have hB : Continuous (bondOrder a p) := continuous_iff_continuousAt.mpr
    fun r => (hasDerivAt_bondOrder a p (Or.inr hp.le)).continuousAt
  refine ⟨?_, ?_, ?_, ?_⟩
  · intro x hx y _ hxy
    have h := mul_lt_mul_of_pos_left
      (Real.rpow_lt_rpow hx hxy (by linarith : 0 < p)) ha
    exact Real.exp_lt_exp.mpr (by linarith)
  · refine StrictAntiOn.strictConcaveOn_of_deriv (convex_Icc _ _) hB.continuousOn ?_
    rw [hd]
    exact hanti.mono interior_subset
  · refine StrictMonoOn.strictConvexOn_of_deriv (convex_Ici _) hB.continuousOn ?_
    rw [hd]
    exact hmono.mono interior_subset
  · intro r hr hne
    rw [hd]
    rcases lt_or_gt_of_ne hne with h | h
    · exact hanti ⟨hr, h.le⟩ ⟨hR.le, le_rfl⟩ h
    · exact hmono (mem_Ici.mpr le_rfl) (mem_Ici.mpr (le_of_lt h)) h

/-- At `r*` the bond order equals `exp (-(p - 1)/p)`, and its slope equals
`-((p - 1)/r*) exp (-(p - 1)/p)`. -/
theorem bondOrder_at_inflection {a p : ℝ} (ha : 0 < a) (hp : 1 < p) :
    bondOrder a p (inflectionRadius a p) = Real.exp (-((p - 1) / p)) ∧
    deriv (bondOrder a p) (inflectionRadius a p) =
      -((p - 1) / inflectionRadius a p) * Real.exp (-((p - 1) / p)) := by
  obtain ⟨hR, hs⟩ := inflectionRadius_spec ha hp
  have hp0 : 0 < p := by linarith
  have hB : bondOrder a p (inflectionRadius a p) = Real.exp (-((p - 1) / p)) := by
    have h : a * inflectionRadius a p ^ p = (p - 1) / p := by
      rw [eq_div_iff hp0.ne']
      linear_combination hs
    unfold bondOrder
    rw [neg_mul, h]
  refine ⟨hB, ?_⟩
  rw [(hasDerivAt_bondOrder a p (Or.inr hp.le)).deriv]
  have h1 : inflectionRadius a p ^ (p - 1) * inflectionRadius a p
      = inflectionRadius a p ^ p := by
    rw [← Real.rpow_add_one hR.ne', sub_add_cancel]
  have h2 : a * p * inflectionRadius a p ^ (p - 1) = (p - 1) / inflectionRadius a p := by
    rw [eq_div_iff hR.ne']
    linear_combination (a * p) * h1 + hs
  unfold bondSlope
  rw [hB]
  linear_combination (-Real.exp (-((p - 1) / p))) * h2

/-- For `a > 0` and exponents `0 < p ≤ 1` the bond order is strictly convex at all
distances `r ≥ 0`. -/
theorem bondOrder_strictConvexOn_of_le_one {a p : ℝ} (ha : 0 < a) (hp0 : 0 < p)
    (hp : p ≤ 1) : StrictConvexOn ℝ (Ici 0) (bondOrder a p) := by
  have hpc : Continuous (fun r : ℝ => r ^ p) :=
    continuous_id.rpow_const (fun _ => Or.inr hp0.le)
  have hB : Continuous (bondOrder a p) :=
    Real.continuous_exp.comp (continuous_const.mul hpc)
  -- the curvature is positive at every positive distance
  have hmono : StrictMonoOn (bondSlope a p) (Ioi 0) := by
    refine strictMonoOn_of_deriv_pos (convex_Ioi _) (fun r hr =>
      (hasDerivAt_bondSlope a p hr).continuousAt.continuousWithinAt) ?_
    intro r hr
    have hr0 : 0 < r := interior_subset hr
    rw [(hasDerivAt_bondSlope a p hr0).deriv]
    have hap : 0 < a * p := mul_pos ha hp0
    have h := mul_pos hap (Real.rpow_pos_of_pos hr0 p)
    exact mul_pos (mul_pos (mul_pos hap (Real.rpow_pos_of_pos hr0 _))
      (by linarith)) (Real.exp_pos _)
  refine StrictMonoOn.strictConvexOn_of_deriv (convex_Ici _) hB.continuousOn ?_
  rw [interior_Ici]
  intro x hx y hy hxy
  rw [(hasDerivAt_bondOrder a p (Or.inl (ne_of_gt hx))).deriv,
    (hasDerivAt_bondOrder a p (Or.inl (ne_of_gt hy))).deriv]
  exact hmono hx hy hxy

end

end ReaxFFBondOrder
```

```lean
#print axioms ReaxFFBondOrder.bondOrder_shape
#print axioms ReaxFFBondOrder.bondOrder_at_inflection
#print axioms ReaxFFBondOrder.bondOrder_strictConvexOn_of_le_one
```

```
'ReaxFFBondOrder.bondOrder_shape' depends on axioms: [propext, Classical.choice, Quot.sound]
'ReaxFFBondOrder.bondOrder_at_inflection' depends on axioms: [propext, Classical.choice, Quot.sound]
'ReaxFFBondOrder.bondOrder_strictConvexOn_of_le_one' depends on axioms: [propext, Classical.choice, Quot.sound]
```

## How the proof follows the calculation

**The two derivatives.** `hasDerivAt_bondOrder` is the chain rule. Its hypothesis `r ≠ 0 ∨ 1 ≤ p` is the one under which Mathlib states the power rule: either the point is away from the origin, or the exponent is at least one, which makes the power differentiable there too. `hasDerivAt_bondSlope` applies the product rule at positive \(r\). Inside it, `hpow` is the identity \(r^{p-1}r^{p-1}=r^{p-2}r^p\), and `linear_combination` uses it to bring the result into the factored form above.

**The equation for \(r^*\).** For \(a>0\) and \(p>1\), `inflectionRadius_spec` proves that \(r^*\) is positive and that \(a p(r^*)^p=p-1\). The step with `Real.rpow_mul` combines the exponents \(1/p\) and \(p\) into one, which is allowed because the base \((p-1)/(ap)\) is positive.

**The turning slope.** `bondSlope_monotonicity` carries the main argument. The lemma `strictAntiOn_of_deriv_neg` asks for continuity on the closed interval and a negative derivative in its interior, which is how the proof includes \(r=0\) without a second derivative there. The continuity comes from `hpc`, the continuity of \(r^{p-1}\), together with that of the bond order. In each half, the local inequality `h` compares \(a p r^p\) with \(a p(r^*)^p\). Combined with the equation for \(r^*\), it lets `linarith` settle the sign of the bracket, while the other factors are positive.

**From slope to shape.** In `bondOrder_shape`, the equation `hd` identifies the derivative of the bond order with `bondSlope` at every real \(r\). The strict decrease is proved directly from the monotonicity of the power and the exponential. Concavity and convexity follow from `StrictAntiOn.strictConcaveOn_of_deriv` and `StrictMonoOn.strictConvexOn_of_deriv`, which turn a monotone slope into curvature. For the steepest point, `lt_or_gt_of_ne` splits the distances other than \(r^*\) into those below and those above it, and each case uses the matching half of the slope's monotonicity.

**The values at \(r^*\).** `bondOrder_at_inflection` first derives \(a(r^*)^p=(p-1)/p\) and inserts it into the exponential. The equations `h1` and `h2` then express \((r^*)^{p-1}\) through \((r^*)^p\) and \(r^*\), as in the calculation of \(S(r^*)\).

**Small exponents.** In `bondOrder_strictConvexOn_of_le_one`, `hmono` shows that the slope increases strictly on the open half-line. The convexity lemma needs the derivative only in the interior of \([0,\infty)\) and continuity on the closed half-line, so the diverging slope for \(p<1\) causes no difficulty.
